# On a uniform odd ring with real, even hopping, the number of levels above an energy t is odd exactly when one site's couplings, on-site energy included, sum to more than t

After diagonalising the hopping matrix of a uniform ring, I count the levels above an energy cut-off $t$ and check the parity of the count against one number, the sum of the couplings of one site to all sites, with its on-site energy included. The ring has an odd number $n$ of sites, and the coupling $c(i-j)$ is real, even and of any range. The count, with degeneracies included, should be odd exactly when $\sum_m c(m)>t$. Can this be derived rigorously and checked by machine? And what changes when $n$ is even?

## Opposite momenta pair up, and zero momentum is left over

Let $H_{ij}=c(i-j)$, with site labels taken modulo $n$ and $c(-m)=c(m)$. For each momentum label $k$ modulo $n$, take the normalised plane wave $v_k(j)=n^{-1/2}e^{2\pi i\,jk/n}$, where the $i$ in the exponent is the imaginary unit. Substituting $m=i-j$ at site $i$ gives

$$(Hv_k)(i)=\sum_j c(i-j)\,v_k(j)=\Big(\sum_m c(m)\,e^{-2\pi i\,mk/n}\Big)v_k(i).$$

Since $c$ is even, replacing $m$ by $-m$ leaves the bracket unchanged except for the sign of the exponent. Averaging the two forms gives the real band energy

$$\varepsilon(k)=\sum_m c(m)\cos\frac{2\pi mk}{n}.$$

The geometric sum $\sum_j e^{2\pi i\,j(l-k)/n}$ equals $n$ for $l=k$ and $0$ otherwise, so the $n$ plane waves are orthonormal and form a basis. The eigenvalues with multiplicity are therefore the numbers $\varepsilon(k)$, one for each $k$, and the number of levels above $t$ is the number of momenta with $\varepsilon(k)>t$.

The cosine is even, so $\varepsilon(-k)=\varepsilon(k)$. Momenta with $k\neq-k$ thus enter the count two at a time and do not affect its parity. The exceptions satisfy $2k\equiv0 \pmod n$:

- For odd $n$, only $k=0$ remains, with $\varepsilon(0)=\sum_m c(m)$. The count is odd exactly when this sum exceeds $t$.
- For even $n$, $k=n/2$ remains as well, with $\varepsilon(n/2)=\sum_m(-1)^m c(m)$. The count is odd exactly when one, and only one, of the two sums exceeds $t$.

## The ring, its couplings and the level count in Lean

The type `ZMod n` labels sites, displacements and momenta, and `hopping c` is the real matrix $H$. The sum `∑ k, c k` in the final theorems runs over displacements and includes the on-site energy `c 0`. The hypothesis `hc` states that `c` is even, which for real couplings is the Hermiticity of $H$. `levelsAbove_hopping` needs it too, though its docstring does not say so.

`levelsAbove H t` counts the real roots of the characteristic polynomial strictly above `t`, with multiplicity. A level exactly at `t` is not counted, and spin is not included.

`odd_levelsAbove_iff` treats odd `n` and `odd_levelsAbove_iff_of_even` treats even `n`, for every real `t`. For non-interacting electrons on a finite uniform ring, as in a tight-binding or Hückel model with one orbital per site and orthogonal orbitals, they give a parity check on a computed orbital spectrum, provided that $t$ is not within rounding error of a level. Site disorder, bond alternation and complex hopping due to a magnetic flux are not covered.

```lean
import Mathlib

open Polynomial

namespace LongRangeHoppingParity

noncomputable section

variable {n : ℕ} [NeZero n]

/-- The Hamiltonian of a ring of `n` sites whose coupling `c (i - j)` depends only on the
displacement between the sites. -/
def hopping (c : ZMod n → ℝ) : Matrix (ZMod n) (ZMod n) ℝ :=
  Matrix.of fun i j => c (i - j)

/-- The number of real eigenvalues of `H` above `t`, counted with their multiplicity as roots of
the characteristic polynomial. -/
def levelsAbove (H : Matrix (ZMod n) (ZMod n) ℝ) (t : ℝ) : ℕ :=
  H.charpoly.roots.countP (fun x => t < x)

/-- The band energy at momentum `k`: the cosine sum of the couplings over all displacements. -/
def bandEnergy (c : ZMod n → ℝ) (k : ZMod n) : ℝ :=
  ∑ m, c m * Real.cos (2 * Real.pi * ((m.val : ℝ) * (k.val : ℝ)) / (n : ℝ))

/-- Two opposite plane-wave phases add up to twice a cosine. -/
theorem phase_add_phase_neg (m k : ZMod n) :
    ZMod.stdAddChar (m * k) + ZMod.stdAddChar (-(m * k)) =
      2 * ((Real.cos (2 * Real.pi * ((m.val : ℝ) * (k.val : ℝ)) / (n : ℝ)) : ℝ) : ℂ) := by
  have h1 : m * k = (((m.val * k.val : ℕ) : ℤ) : ZMod n) := by
    rw [Int.cast_natCast, Nat.cast_mul, ZMod.natCast_zmod_val, ZMod.natCast_zmod_val]
  have h2 : -(m * k) = ((-((m.val * k.val : ℕ) : ℤ) : ℤ) : ZMod n) := by
    rw [Int.cast_neg, ← h1]
  rw [h2, h1, ZMod.stdAddChar_coe, ZMod.stdAddChar_coe, Complex.ofReal_cos, Complex.two_cos]
  congr 2 <;> (push_cast; ring)

/-- Opposite momenta have the same band energy. -/
theorem bandEnergy_neg (c : ZMod n → ℝ) (k : ZMod n) :
    bandEnergy c (-k) = bandEnergy c k := by
  unfold bandEnergy
  refine Finset.sum_congr rfl fun m _ => ?_
  congr 1
  apply Complex.ofReal_injective
  have h1 := phase_add_phase_neg m k
  have h2 := phase_add_phase_neg m (-k)
  rw [mul_neg, neg_neg] at h2
  linear_combination (h1 - h2) / 2

/-- For even couplings, the plane wave of momentum `k` is an eigenvector of the hopping
Hamiltonian, with the band energy at `k` as its eigenvalue. -/
theorem hopping_planeWave {c : ZMod n → ℝ} (hc : ∀ m, c (-m) = c m) (i k : ZMod n) :
    ∑ j, (hopping c i j : ℂ) * ZMod.stdAddChar (j * k) =
      (bandEnergy c k : ℂ) * ZMod.stdAddChar (i * k) := by
  -- evenness lets the cosine sum be written as a sum of phases
  have h1 : ∑ m, (c m : ℂ) * ZMod.stdAddChar (m * k) =
      ∑ m, (c m : ℂ) * ZMod.stdAddChar (-(m * k)) :=
    Fintype.sum_equiv (Equiv.neg _) _ _ fun m => by
      rw [Equiv.neg_apply, hc, neg_mul, neg_neg]
  have h2 : 2 * (bandEnergy c k : ℂ) = ∑ m, (c m : ℂ) * ZMod.stdAddChar (m * k) +
      ∑ m, (c m : ℂ) * ZMod.stdAddChar (-(m * k)) := by
    rw [← Finset.sum_add_distrib, bandEnergy, Complex.ofReal_sum, Finset.mul_sum]
    refine Finset.sum_congr rfl fun m _ => ?_
    rw [← mul_add, phase_add_phase_neg, Complex.ofReal_mul]
    ring
  have h3 : (bandEnergy c k : ℂ) = ∑ m, (c m : ℂ) * ZMod.stdAddChar (-(m * k)) := by
    linear_combination h2 / 2 + h1 / 2
  -- relabel the sites by their displacement from `i`
  rw [h3, Finset.sum_mul]
  refine Fintype.sum_equiv (Equiv.subLeft i) _ _ fun j => ?_
  have h4 : -((i - j) * k) + i * k = j * k := by ring
  rw [Equiv.subLeft_apply, mul_assoc, ← AddChar.map_add_eq_mul, h4]
  rfl

/-- The characteristic polynomial of the hopping Hamiltonian with even couplings is the product
of `X - ε(k)` over all momenta `k`, where `ε` is the band energy. -/
theorem charpoly_hopping {c : ZMod n → ℝ} (hc : ∀ m, c (-m) = c m) :
    (hopping c).charpoly = ∏ k, (X - C (bandEnergy c k)) := by
  let F : Matrix (ZMod n) (ZMod n) ℂ := Matrix.of fun j k => ZMod.stdAddChar (j * k)
  let G : Matrix (ZMod n) (ZMod n) ℂ :=
    Matrix.of fun k j => (n : ℂ)⁻¹ * ZMod.stdAddChar (-(k * j))
  let D : Matrix (ZMod n) (ZMod n) ℂ := Matrix.diagonal fun k => (bandEnergy c k : ℂ)
  -- orthogonality of plane waves
  have hGF : G * F = 1 := by
    refine Matrix.ext fun k l => ?_
    rw [Matrix.mul_apply]
    calc ∑ j, G k j * F j l = (n : ℂ)⁻¹ * ∑ j, ZMod.stdAddChar (j * (l - k)) := by
          rw [Finset.mul_sum]
          refine Finset.sum_congr rfl fun j _ => ?_
          change (n : ℂ)⁻¹ * ZMod.stdAddChar (-(k * j)) * ZMod.stdAddChar (j * l) = _
          have h : -(k * j) + j * l = j * (l - k) := by ring
          rw [mul_assoc, ← AddChar.map_add_eq_mul, h]
      _ = (1 : Matrix (ZMod n) (ZMod n) ℂ) k l := by
          rw [AddChar.sum_mulShift _ (ZMod.isPrimitive_stdAddChar n)]
          rcases eq_or_ne k l with rfl | h
          · simp [ZMod.card, NeZero.ne n]
          · simp [sub_eq_zero, h, h.symm]
  have hFG : F * G = 1 := mul_eq_one_comm.mp hGF
  have hHF : (hopping c).map Complex.ofRealHom * F = F * D := by
    refine Matrix.ext fun i k => ?_
    rw [Matrix.mul_apply, Matrix.mul_diagonal]
    exact (hopping_planeWave hc i k).trans (mul_comm _ _)
  have key : ((hopping c).map Complex.ofRealHom).charpoly = D.charpoly := by
    calc ((hopping c).map Complex.ofRealHom).charpoly = (F * (D * G)).charpoly := by
          rw [← Matrix.mul_assoc, ← hHF, Matrix.mul_assoc, hFG, Matrix.mul_one]
      _ = (D * G * F).charpoly := Matrix.charpoly_mul_comm _ _
      _ = D.charpoly := by rw [Matrix.mul_assoc, hGF, Matrix.mul_one]
  have hD : D.charmatrix = Matrix.diagonal fun k => X - C (bandEnergy c k : ℂ) := by
    refine Matrix.ext fun i j => ?_
    rcases eq_or_ne i j with rfl | h
    · simp [D]
    · simp [D, h]
  -- the factorisation over the complex numbers descends to the reals
  apply Polynomial.map_injective Complex.ofRealHom Complex.ofRealHom.injective
  rw [← Matrix.charpoly_map, key, Matrix.charpoly, hD, Matrix.det_diagonal, Polynomial.map_prod]
  simp

/-- The number of levels above `t` is the number of momenta whose band energy exceeds `t`. -/
theorem levelsAbove_hopping {c : ZMod n → ℝ} (hc : ∀ m, c (-m) = c m) (t : ℝ) :
    levelsAbove (hopping c) t = (Finset.univ.filter fun k => t < bandEnergy c k).card := by
  have h : ∏ k, (X - C (bandEnergy c k)) =
      ((Finset.univ.val.map (bandEnergy c)).map fun a => X - C a).prod := by
    rw [Multiset.map_map]
    rfl
  rw [levelsAbove, charpoly_hopping hc, h, Polynomial.roots_multiset_prod_X_sub_C,
    Multiset.countP_map]
  rfl

omit [NeZero n] in
/-- A set of momenta closed under reversal and without self-conjugate members has an even
number of elements. -/
theorem even_card_of_paired (s : Finset (ZMod n)) (hs : ∀ k ∈ s, -k ∈ s)
    (hfix : ∀ k ∈ s, -k ≠ k) : Even s.card := by
  have h : ∑ _k ∈ s, (1 : ZMod 2) = 0 :=
    Finset.sum_involution (fun k _ => -k) (fun _ _ => CharTwo.add_self_eq_zero (1 : ZMod 2))
      (fun k hk _ => hfix k hk) (fun k hk => hs k hk) (fun k _ => neg_neg k)
  rw [Finset.sum_const, nsmul_one] at h
  exact even_iff_two_dvd.mpr ((CharP.cast_eq_zero_iff (ZMod 2) 2 _).mp h)

omit [NeZero n] in
/-- Taking one momentum out of a set flips the parity of its size exactly when that momentum
belongs to the set. -/
theorem odd_card_iff_erase (s : Finset (ZMod n)) (a : ZMod n) :
    Odd s.card ↔ ¬(a ∈ s ↔ Odd (s.erase a).card) := by
  by_cases h : a ∈ s
  · rw [← Finset.card_erase_add_one h, Nat.odd_add_one]
    tauto
  · rw [Finset.erase_eq_of_notMem h]
    tauto

/-- On a ring with an odd number of sites and real even couplings of any range, the number of
levels above `t` is odd exactly when the sum of all couplings exceeds `t`. -/
theorem odd_levelsAbove_iff (hn : Odd n) {c : ZMod n → ℝ} (hc : ∀ m, c (-m) = c m) (t : ℝ) :
    Odd (levelsAbove (hopping c) t) ↔ t < ∑ k, c k := by
  have h0 : bandEnergy c 0 = ∑ k, c k := by simp [bandEnergy]
  rw [levelsAbove_hopping hc, odd_card_iff_erase _ 0]
  -- away from zero momentum the levels come in pairs
  have he : Even ((Finset.univ.filter fun k => t < bandEnergy c k).erase 0).card := by
    apply even_card_of_paired
    · intro k hk
      simpa [bandEnergy_neg] using hk
    · intro k hk hkk
      rcases (ZMod.neg_eq_self_iff k).mp hkk with h | h
      · exact (Finset.mem_erase.mp hk).1 h
      · obtain ⟨r, hr⟩ := hn
        omega
  have hm : (0 : ZMod n) ∈ (Finset.univ.filter fun k => t < bandEnergy c k) ↔
      t < ∑ k, c k := by
    rw [Finset.mem_filter, h0]
    simp
  have ho := Nat.not_odd_iff_even.mpr he
  tauto

/-- On a ring with an even number of sites and real even couplings, the number of levels above
`t` is odd exactly when one and only one of the uniform and the alternating sum of the couplings
exceeds `t`. -/
theorem odd_levelsAbove_iff_of_even (hn : Even n) {c : ZMod n → ℝ}
    (hc : ∀ m, c (-m) = c m) (t : ℝ) :
    Odd (levelsAbove (hopping c) t) ↔
      ¬(t < ∑ k, c k ↔ t < ∑ k : ZMod n, (-1) ^ k.val * c k) := by
  obtain ⟨r, hr⟩ := hn
  have hn0 : n ≠ 0 := NeZero.ne n
  have hv : ((r : ℕ) : ZMod n).val = r := ZMod.val_natCast_of_lt (by omega)
  have h0 : bandEnergy c 0 = ∑ k, c k := by simp [bandEnergy]
  -- at the zone boundary the phases alternate in sign
  have h1 : bandEnergy c (r : ZMod n) = ∑ k : ZMod n, (-1) ^ k.val * c k := by
    unfold bandEnergy
    refine Finset.sum_congr rfl fun m _ => ?_
    have hr0 : (r : ℝ) ≠ 0 := Nat.cast_ne_zero.mpr (by omega)
    have hnr : (n : ℝ) = 2 * r := by
      have h : n = 2 * r := by omega
      exact_mod_cast h
    have ha : 2 * Real.pi * ((m.val : ℝ) * (r : ℝ)) / (2 * r) = m.val * Real.pi := by
      rw [div_eq_iff (mul_ne_zero two_ne_zero hr0)]
      ring
    rw [hv, hnr, ha, Real.cos_nat_mul_pi, mul_comm]
  have hne : (r : ZMod n) ≠ 0 := by
    intro h
    rw [h, ZMod.val_zero] at hv
    omega
  rw [levelsAbove_hopping hc, odd_card_iff_erase _ 0, odd_card_iff_erase _ (r : ZMod n)]
  have he : Even (((Finset.univ.filter fun k => t < bandEnergy c k).erase 0).erase
      (r : ZMod n)).card := by
    have hself : -(r : ZMod n) = r := (ZMod.neg_eq_self_iff _).mpr (Or.inr (by omega))
    apply even_card_of_paired
    · intro k hk
      simp only [Finset.mem_erase, Finset.mem_filter, Finset.mem_univ, true_and] at hk ⊢
      refine ⟨fun h => hk.1 ?_, neg_ne_zero.mpr hk.2.1, ?_⟩
      · rw [← neg_neg k, h, hself]
      · rw [bandEnergy_neg]
        exact hk.2.2
    · intro k hk hkk
      simp only [Finset.mem_erase] at hk
      rcases (ZMod.neg_eq_self_iff k).mp hkk with h | h
      · exact hk.2.1 h
      · apply hk.1
        have hkr : k.val = r := by omega
        rw [← hkr, ZMod.natCast_zmod_val]
  have hm0 : (0 : ZMod n) ∈ (Finset.univ.filter fun k => t < bandEnergy c k) ↔
      t < ∑ k, c k := by
    rw [Finset.mem_filter, h0]
    simp
  have hm1 : (r : ZMod n) ∈ (Finset.univ.filter fun k => t < bandEnergy c k).erase 0 ↔
      t < ∑ k : ZMod n, (-1) ^ k.val * c k := by
    rw [Finset.mem_erase, Finset.mem_filter, h1]
    exact ⟨fun h => h.2.2, fun h => ⟨hne, Finset.mem_univ _, h⟩⟩
  have ho := Nat.not_odd_iff_even.mpr he
  rw [hm0, hm1]
  tauto

end

end LongRangeHoppingParity
```

```lean
#print axioms LongRangeHoppingParity.odd_levelsAbove_iff
#print axioms LongRangeHoppingParity.odd_levelsAbove_iff_of_even
```

```
'LongRangeHoppingParity.odd_levelsAbove_iff' depends on axioms: [propext, Classical.choice, Quot.sound]
'LongRangeHoppingParity.odd_levelsAbove_iff_of_even' depends on axioms: [propext, Classical.choice, Quot.sound]
```

## From plane waves to parity in the proof

`phase_add_phase_neg` turns two opposite phases into twice a cosine. From it, `bandEnergy_neg` obtains $\varepsilon(-k)=\varepsilon(k)$, and `hopping_planeWave` obtains the eigenvalue equation; there `Equiv.subLeft i` is the substitution $m=i-j$.

In `charpoly_hopping`, the columns of `F` are the plane waves without the factor $n^{-1/2}$, so its inverse `G` carries $1/n$. Orthogonality gives `G * F = 1`, and the eigenvalue equation gives $HF=FD$ with `D` diagonal. Hence $H=FDG$ has the characteristic polynomial of `D`, namely $\prod_k(X-\varepsilon(k))$. This factorisation is found over the complex numbers and carried back to the reals by injectivity. `levelsAbove_hopping` then reads off the count over momenta.

`even_card_of_paired` does the pairing: it adds a 1 for each momentum modulo 2, and the terms for $k$ and $-k$ cancel. `odd_card_iff_erase` records how removing one momentum changes the parity.

The odd theorem removes momentum 0. By `ZMod.neg_eq_self_iff`, any other self-conjugate momentum would need $2k=n$, which `omega` rules out. The even theorem writes $n=2r$, removes both 0 and $r$, and evaluates the cosines at $r$ as alternating signs with `Real.cos_nat_mul_pi`.
